# The rank of \(1-r^{\mathsf H}r\) is the least number of hidden channels for a scattering block \(r\) without gain

Send a wave into a scatterer, record the amplitudes in the channels that the detectors see, and some of the flux may be missing. It may have left through a lead that nobody monitors or been absorbed inside the sample. The measured matrix \(r\) is then not unitary. How many unobserved channels must be added before it can be part of a unitary scattering matrix?

Let there be \(N\) visible and \(M\) hidden channels, all at one energy, with amplitudes normalised so that \(|a|^2\) is the flux in a channel. Incoming amplitudes label columns and outgoing amplitudes label rows. In the code the finite types `n` and `m` label the visible and hidden channels, so \(N\) and \(M\) are their numbers of elements, and either may be zero.

```lean
import Mathlib

open Matrix
open scoped ComplexOrder

namespace HiddenChannels

variable {n m : Type*} [Fintype n] [DecidableEq n] [Fintype m] [DecidableEq m]
```

## The missing flux

For an input \(x\) in the visible channels, the flux that fails to return to them is

\[
\|x\|^2-\|rx\|^2=x^{\mathsf H}Dx,\qquad D=1-r^{\mathsf H}r .
\]

Here \({}^{\mathsf H}\) is the conjugate transpose, written `ᴴ` in Lean. The matrix \(D\) is called the flux deficit here. It is positive semidefinite exactly when no input comes back with more flux than it carried, that is, when there is no gain.

```lean
/-- The flux deficit `1 - rᴴ r` of a reflection matrix `r`. -/
def deficit (r : Matrix n n ℂ) : Matrix n n ℂ := 1 - rᴴ * r
```

Adding hidden channels means finding the other three blocks of

\[
S=\begin{pmatrix} r & t'\\ t & r'\end{pmatrix},\qquad S^{\mathsf H}S=1 .
\]

The block \(t\) leads from visible to hidden channels, \(t'\) leads back, and \(r'\) connects the hidden channels among themselves. Although \(r\) is called a reflection matrix, it may also contain transmission between visible leads. `HasHiddenChannels r m` says that suitable blocks exist. It allows hidden channels that stay uncoupled, and it does not ask for a symmetric \(S\), as reciprocity would.

```lean
/-- The matrix `r` is the upper-left block of a unitary scattering matrix whose additional
channels are labelled by `m`. -/
def HasHiddenChannels (r : Matrix n n ℂ) (m : Type*) [Fintype m] [DecidableEq m] : Prop :=
  ∃ (t' : Matrix n m ℂ) (t : Matrix m n ℂ) (r' : Matrix m m ℂ),
    fromBlocks r t' t r' ∈ unitaryGroup (n ⊕ m) ℂ
```

## Unitarity bounds the rank

The upper-left block of \(S^{\mathsf H}S=1\) reads \(r^{\mathsf H}r+t^{\mathsf H}t=1\), so

\[
D=t^{\mathsf H}t .
\]

The missing flux is the flux transmitted into the hidden channels. The Lean proof multiplies out the blocks and keeps this one equation.

```lean
/-- Flux conservation: in a unitary scattering matrix the flux deficit of the visible block
equals `tᴴ t`, with `t` the transmission into the hidden channels. -/
theorem deficit_eq_transmission {r : Matrix n n ℂ} {t' : Matrix n m ℂ} {t : Matrix m n ℂ}
    {r' : Matrix m m ℂ} (h : fromBlocks r t' t r' ∈ unitaryGroup (n ⊕ m) ℂ) :
    deficit r = tᴴ * t := by
  have h1 := mem_unitaryGroup_iff'.mp h
  rw [star_eq_conjTranspose, fromBlocks_conjTranspose, fromBlocks_multiply,
    ← fromBlocks_one, fromBlocks_inj] at h1
  rw [deficit, ← h1.1, add_sub_cancel_left]
```

Two consequences follow. First, \(x^{\mathsf H}Dx=\|tx\|^2\ge 0\). Second, \(t^{\mathsf H}tx=0\) forces \(\|tx\|^2=0\), so \(t^{\mathsf H}t\) and \(t\) have the same kernel and the same rank. Since \(t\) has \(M\) rows, \(\operatorname{rank}D\le M\).

## One hidden channel for each lossy eigenmode

Conversely, let \(A\) be positive semidefinite with rank at most \(M\); it will be used with \(A=D\). Diagonalise it as \(A=U\Lambda U^{\mathsf H}\), with eigenvalues \(\lambda_i\ge 0\). The number of nonzero eigenvalues is the rank, so each of them can be given its own hidden channel \(f(i)\). Define

\[
Q_{ai}=\begin{cases}\sqrt{\lambda_i}, & \lambda_i\ne 0 \text{ and } f(i)=a,\\ 0, & \text{otherwise.}\end{cases}
\]

Different modes use different channels, hence

\[
(Q^{\mathsf H}Q)_{ij}=\sum_a \overline{Q_{ai}}\,Q_{aj}=\lambda_i\delta_{ij}.
\]

With \(t=QU^{\mathsf H}\) this gives \(t^{\mathsf H}t=U\Lambda U^{\mathsf H}=A\).

In the proof, `hQ` is the formula for \(Q^{\mathsf H}Q\). If \(\lambda_i=0\), every term of the sum vanishes; otherwise only \(a=f(i)\) contributes. `hspec` is the spectral decomposition.

```lean
/-- A positive semidefinite matrix whose rank is at most the number of hidden channels has the form
`tᴴ t`, with the rows of the matrix `t` labelled by these channels. -/
theorem exists_transmission {A : Matrix n n ℂ} (hA : A.PosSemidef)
    (hr : A.rank ≤ Fintype.card m) : ∃ t : Matrix m n ℂ, tᴴ * t = A := by
  have hH := hA.isHermitian
  rw [hH.rank_eq_card_non_zero_eigs] at hr
  -- every nonzero eigenvalue is given a hidden channel of its own
  obtain ⟨f⟩ := Function.Embedding.nonempty_of_card_le hr
  let Q : Matrix m n ℂ := fun a i =>
    if h : hH.eigenvalues i ≠ 0 then
      (if f ⟨i, h⟩ = a then ((√(hH.eigenvalues i) : ℝ) : ℂ) else 0) else 0
  have hQ : Qᴴ * Q = diagonal (fun i => ((hH.eigenvalues i : ℝ) : ℂ)) := by
    ext i j
    rw [mul_apply]
    simp only [conjTranspose_apply]
    simp only [Q]
    by_cases hi : hH.eigenvalues i = 0
    · by_cases hij : i = j
      · subst hij
        simp [hi]
      · simp [hi, hij]
    rw [Finset.sum_eq_single (f ⟨i, hi⟩)]
    · by_cases hij : i = j
      · subst hij
        have hs : ((√(hH.eigenvalues i) : ℝ) : ℂ) * ((√(hH.eigenvalues i) : ℝ) : ℂ)
            = ((hH.eigenvalues i : ℝ) : ℂ) := by
          rw [← Complex.ofReal_mul, Real.mul_self_sqrt (hA.eigenvalues_nonneg i)]
        simp [hi, hs]
      · simp [hij, Ne.symm hij, f.injective.eq_iff]
    · intro a _ ha
      simp [hi, ha.symm]
    · simp
  -- rotate back from the eigenbasis
  have hspec : A = (hH.eigenvectorUnitary : Matrix n n ℂ) *
      diagonal (fun i => ((hH.eigenvalues i : ℝ) : ℂ)) *
      (hH.eigenvectorUnitary : Matrix n n ℂ)ᴴ := by
    have h := hH.spectral_theorem
    rw [Unitary.conjStarAlgAut_apply] at h
    exact h
  refine ⟨Q * (hH.eigenvectorUnitary : Matrix n n ℂ)ᴴ, ?_⟩
  rw [conjTranspose_mul, conjTranspose_conjTranspose, Matrix.mul_assoc,
    ← Matrix.mul_assoc Qᴴ, hQ, ← Matrix.mul_assoc]
  exact hspec.symm
```

## Completing the columns

Now suppose that \(r^{\mathsf H}r+t^{\mathsf H}t=1\). Stack column \(j\) of \(r\) on column \(j\) of \(t\) to obtain a vector \(v_j\) with \(N+M\) components. Then

\[
\langle v_i,v_j\rangle=(r^{\mathsf H}r+t^{\mathsf H}t)_{ij}=\delta_{ij}.
\]

These \(N\) orthonormal vectors extend to an orthonormal basis of \(\mathbb C^{N+M}\). The \(M\) new basis vectors are the missing columns of \(S\): their upper parts form \(t'\) and their lower parts form \(r'\). Orthonormal columns give \(S^{\mathsf H}S=1\), and a square matrix with this property is unitary.

In Lean, `v` is set to zero on the hidden labels as a placeholder. Orthonormality (`hv`) is claimed only on the visible labels, and the basis `b` agrees with `v` there. `hS` identifies the block matrix with the matrix whose columns are the vectors of `b`.

```lean
/-- If reflection `r` and transmission `t` together conserve the flux of every visible input,
they can be completed to a unitary scattering matrix. -/
theorem exists_completion {r : Matrix n n ℂ} {t : Matrix m n ℂ}
    (hrt : rᴴ * r + tᴴ * t = 1) :
    ∃ (t' : Matrix n m ℂ) (r' : Matrix m m ℂ),
      fromBlocks r t' t r' ∈ unitaryGroup (n ⊕ m) ℂ := by
  let v : n ⊕ m → EuclideanSpace ℂ (n ⊕ m) :=
    Sum.elim (fun j => WithLp.toLp 2 (Sum.elim (fun i => r i j) (fun a => t a j)))
      (fun _ => 0)
  -- the known columns are orthonormal
  have hv : Orthonormal ℂ ((Set.range Sum.inl).domRestrict v) := by
    rw [orthonormal_iff_ite]
    rintro ⟨_, i, rfl⟩ ⟨_, j, rfl⟩
    have h := congrFun (congrFun hrt i) j
    simp only [Matrix.add_apply, Matrix.mul_apply, conjTranspose_apply,
      Matrix.one_apply] at h
    have key : inner ℂ (v (Sum.inl i)) (v (Sum.inl j)) = if i = j then (1 : ℂ) else 0 := by
      simpa [v, PiLp.inner_apply, Fintype.sum_sum_type, mul_comm] using h
    change inner ℂ (v (Sum.inl i)) (v (Sum.inl j)) = _
    rw [key]
    by_cases hij : i = j
    · subst hij
      simp
    · rw [if_neg hij]
      symm
      apply if_neg
      intro e
      exact hij (Sum.inl_injective (congrArg Subtype.val e))
  -- an orthonormal basis containing them supplies the missing columns
  obtain ⟨b, hb⟩ := Orthonormal.exists_orthonormalBasis_extension_of_card_eq
    finrank_euclideanSpace hv
  refine ⟨fun i a => (b (Sum.inr a)).ofLp (Sum.inl i),
    fun a c => (b (Sum.inr c)).ofLp (Sum.inr a), ?_⟩
  have hS : fromBlocks r (fun i a => (b (Sum.inr a)).ofLp (Sum.inl i)) t
      (fun a c => (b (Sum.inr c)).ofLp (Sum.inr a))
      = Matrix.of (fun x y => (b y).ofLp x) := by
    ext (i | i) (j | j)
    · change r i j = (b (Sum.inl j)).ofLp (Sum.inl i)
      rw [hb _ ⟨j, rfl⟩]
      rfl
    · rfl
    · change t i j = (b (Sum.inl j)).ofLp (Sum.inr i)
      rw [hb _ ⟨j, rfl⟩]
      rfl
    · rfl
  rw [hS, mem_unitaryGroup_iff']
  ext x y
  have h := orthonormal_iff_ite.mp b.orthonormal x y
  rw [PiLp.inner_apply] at h
  rw [mul_apply, one_apply, ← h]
  refine Finset.sum_congr rfl fun k _ => ?_
  rw [RCLike.inner_apply]
  exact mul_comm _ _
```

## The criterion

Together the steps give

\[
r \text{ is the visible block of a unitary } S
\iff D\ge 0\ \text{ and }\ \operatorname{rank}D\le M .
\]

The forward direction uses \(D=t^{\mathsf H}t\). The reverse direction factors \(D\) and completes the columns, since \(r^{\mathsf H}r+D=1\).

```lean
/-- A reflection matrix is the visible block of a unitary scattering matrix with hidden
channels `m` if and only if its flux deficit is positive semidefinite and has rank at most
the number of these channels. -/
theorem hasHiddenChannels_iff (r : Matrix n n ℂ) :
    HasHiddenChannels r m ↔
      (deficit r).PosSemidef ∧ (deficit r).rank ≤ Fintype.card m := by
  constructor
  · rintro ⟨t', t, r', h⟩
    rw [deficit_eq_transmission h]
    refine ⟨posSemidef_conjTranspose_mul_self t, ?_⟩
    rw [rank_conjTranspose_mul_self]
    exact rank_le_card_height t
  · rintro ⟨hpos, hrank⟩
    obtain ⟨t, ht⟩ := exists_transmission hpos hrank
    obtain ⟨t', r', h⟩ := exists_completion (r := r) (t := t)
      (by rw [ht, deficit, add_sub_cancel])
    exact ⟨t', t, r', h⟩
```

For non-interacting transport with finitely many channels at a fixed energy, this counts the extra channels that a model with fictitious probes needs in order to reproduce a given lossy block. Identifying those channels with the actual loss mechanism in a device is a further physical step, which the hypotheses do not supply.

## The least number of channels

If \(D\ge 0\), the criterion leaves only \(M\ge\operatorname{rank}D\), so the smallest possible \(M\) is the rank itself. It is zero when \(r\) is already unitary. In Lean, `Fin M` is a set of \(M\) hidden channels, and `IsLeast` says that the rank belongs to the set of possible values of \(M\) and is a lower bound for it.

```lean
/-- For a positive semidefinite flux deficit, the least number of hidden channels that
restores unitarity is the rank of the deficit. -/
theorem isLeast_hidden_channels {r : Matrix n n ℂ} (hr : (deficit r).PosSemidef) :
    IsLeast {M : ℕ | HasHiddenChannels r (Fin M)} (deficit r).rank :=
  ⟨(hasHiddenChannels_iff r).2 ⟨hr, (Fintype.card_fin _).ge⟩,
    fun M hM => ((hasHiddenChannels_iff r).1 hM).2.trans (Fintype.card_fin M).le⟩
```

The rank of an \(N\times N\) matrix is at most \(N\). With as many hidden channels as visible ones, the rank condition therefore holds automatically, and only the absence of gain remains to be required.

```lean
/-- A reflection matrix can be made unitary with as many hidden channels as visible ones
if and only if its flux deficit is positive semidefinite. -/
theorem hasHiddenChannels_self_iff (r : Matrix n n ℂ) :
    HasHiddenChannels r n ↔ (deficit r).PosSemidef :=
  (hasHiddenChannels_iff r).trans (and_iff_left (rank_le_card_height _))
```

Uniform loss shows that fewer than \(N\) channels do not always suffice. Let \(r=c\,1\) with \(|c|<1\): each channel reflects the fraction \(|c|^2\) of its flux, without mixing, and loses the rest. Then

\[
D=(1-|c|^2)\,1 ,
\]

which is positive and invertible, so its rank is \(N\). Hidden channels restore unitarity exactly when \(N\le M\). In the proof, `hd` computes the deficit and `hu` obtains its invertibility from the determinant.

```lean
/-- Uniform loss: if every visible channel is reflected with the same amplitude `c`,
`|c| < 1`, then hidden channels `m` restore unitarity if and only if they are at least as
many as the visible ones. -/
theorem uniform_loss_iff {c : ℂ} (hc : ‖c‖ < 1) :
    HasHiddenChannels (c • (1 : Matrix n n ℂ)) m ↔ Fintype.card n ≤ Fintype.card m := by
  have hk : 0 < 1 - ‖c‖ ^ 2 := by nlinarith [norm_nonneg c]
  have hcc : star c * c = ((‖c‖ ^ 2 : ℝ) : ℂ) := by
    change (starRingEnd ℂ) c * c = _
    rw [mul_comm, Complex.mul_conj, Complex.normSq_eq_norm_sq]
  -- the deficit is a positive multiple of the identity, hence of full rank
  have hd : deficit (c • (1 : Matrix n n ℂ)) = ((1 - ‖c‖ ^ 2 : ℝ) : ℂ) • 1 := by
    rw [deficit, conjTranspose_smul, conjTranspose_one, smul_mul_smul_comm, one_mul, hcc,
      Complex.ofReal_sub, Complex.ofReal_one, sub_smul, one_smul]
  have hu : IsUnit (((1 - ‖c‖ ^ 2 : ℝ) : ℂ) • (1 : Matrix n n ℂ)) := by
    rw [isUnit_iff_isUnit_det, det_smul, det_one, mul_one]
    exact (isUnit_iff_ne_zero.mpr (Complex.ofReal_ne_zero.mpr hk.ne')).pow _
  rw [hasHiddenChannels_iff, hd, rank_of_isUnit _ hu]
  exact and_iff_right (PosSemidef.one.smul (Complex.zero_le_real.mpr hk.le))

end HiddenChannels
```

```lean
#print axioms HiddenChannels.isLeast_hidden_channels
-- 'HiddenChannels.isLeast_hidden_channels' depends on axioms: [propext, Classical.choice, Quot.sound]
#print axioms HiddenChannels.hasHiddenChannels_self_iff
-- 'HiddenChannels.hasHiddenChannels_self_iff' depends on axioms: [propext, Classical.choice, Quot.sound]
#print axioms HiddenChannels.uniform_loss_iff
-- 'HiddenChannels.uniform_loss_iff' depends on axioms: [propext, Classical.choice, Quot.sound]
```
